# In a Clausius–Mossotti medium with 4πnb < 3, screening takes less than one third off the pairwise atom–surface C3

## An atom above a half-space of polarizable atoms

An atom at height $z$ above a flat surface, outside the reach of electronic overlap but close enough for retardation to be negligible, is attracted by dispersion forces with energy $-C_3/z^3$. The coefficient $C_3$ can be computed from the permittivity of the medium, or estimated by adding up pair energies $-C_6/r^6$. To compare the two, we take the permittivity formula as a definition, and obtain the pairwise coefficient by actually integrating the pair energies over the half-space.

Let $a(u)$ and $b(u)$ be the polarizabilities, at imaginary frequency $iu$, of the outside atom and of an atom in the medium. Textbooks usually write $\alpha(iu)$. Units are Gaussian, and $n$ is the number density of the medium. Put

$$x(u)=4\pi n\,b(u),\qquad \varepsilon=1+\frac{x}{1-x/3},\qquad F=\frac{\varepsilon-1}{\varepsilon+1}.$$

The second formula is the Clausius–Mossotti relation. It is postulated, and stands for the local field at a point dipole in an isotropic or cubic surrounding: each atom responds to the macroscopic field plus $4\pi/3$ times the polarization of the medium. $F$ is the electrostatic image factor of the surface. The two coefficients that enter are

$$C_3=\frac{\hbar}{4\pi}\int_0^\infty aF\,du,\qquad C_6=\frac{3\hbar}{\pi}\int_0^\infty ab\,du .$$

The condition $x<3$ keeps the medium below the polarization catastrophe, the density at which the Clausius–Mossotti permittivity diverges.

## Bounds on the integral and on the energy

Suppose that $n>0$, that $a$ and $b$ are positive for $u>0$, that $b$ is continuous there, that $ab$ is integrable, and that $x(u)<3$ for every $u>0$. Then `screening_bounds` states

$$\frac23\int_0^\infty a\,\frac x2\,du<\int_0^\infty aF\,du<\int_0^\infty a\,\frac x2\,du .$$

If also $\hbar>0$ and $z>0$, `energy_bounds` states the same for energies. With $E_{\rm pair}$ the pairwise energy,

$$E_{\rm pair}(z)<-\frac{C_3}{z^3}<\frac23E_{\rm pair}(z).$$

All three are negative, so the pairwise sum binds most strongly.

In Lean, `a` and `b` are functions `ℝ → ℝ`, and `Ioi 0` is the open half-line $u>0$; nothing is assumed at $u=0$. The function `bareSusc` is $x$, which is $4\pi$ times the usual Gaussian susceptibility of the medium without local-field correction. `clausiusMossotti` is $\varepsilon$ as a function of $x$, `imageFactor` is $F$ as a function of $\varepsilon$, and `screenedIntegral` is $\int aF\,du$. `pairwiseEnergy` integrates over a continuous density of atoms, ring by ring and then over depth.

The names `lifshitzC3` and `londonC6` belong to the two formulas above, which are definitions: neither is derived from electrodynamics or perturbation theory. Retardation and temperature are absent. The step to a real surface is the assumption that this nonretarded formula, with a local permittivity that holds right up to a sharp boundary, gives the true interaction.

For an undamped pairwise dispersion sum built from the same $a$ and $b$, the result limits the overbinding caused by missing screening to less than half of the screened energy, within this continuum of isotropic point-polarizable atoms with $x<3$. That condition has to be checked for the polarizabilities in use, since free-atom values can violate it at the density of a solid.

## Derivation

**The image factor.** Write $y=x/(1-x/3)$, so that $\varepsilon=1+y$ and $F=y/(y+2)$. Multiplying numerator and denominator by $1-x/3$ gives

$$F=\frac{x}{x+2-2x/3}=\frac{x}{2+x/3}.$$

For $0<x<3$ the denominator lies strictly between 2 and 3, hence $x/3<F<x/2$.

**The frequency integral.** The integrand is

$$aF=ab\;\frac{4\pi n}{2+x/3},$$

and the fraction is continuous and lies between 0 and $2\pi n$. So $aF$ is integrable because $ab$ is. The same holds for $a\,x/2=2\pi n\,ab$. Multiplying the bounds on $F$ by $a>0$ gives strict inequalities at every $u>0$. The difference of two such integrands is positive on the whole half-line, so its integral is positive, and the inequalities between the integrals are strict too. The lower one has the factor $2/3$ because $x/3=\tfrac23\cdot x/2$.

**The pairwise energy.** A plane of atoms at vertical distance $s$ contributes through

$$\int_0^\infty\frac{\rho\,d\rho}{(\rho^2+s^2)^3}=\left[-\frac{1}{4(\rho^2+s^2)^2}\right]_0^\infty=\frac1{4s^4}.$$

With the factor $-2\pi nC_6$ this is $-\pi nC_6/(2s^4)$. Integrating over depth,

$$E_{\rm pair}(z)=-\frac{\pi nC_6}{2}\int_z^\infty\frac{ds}{s^4}=-\frac{\pi nC_6}{6z^3}.$$

**The comparison.** Inserting $C_6$ gives a pairwise coefficient

$$\frac{\pi nC_6}{6}=\frac{\hbar n}{2}\int_0^\infty ab\,du=\frac{\hbar}{4\pi}\int_0^\infty a\,\frac x2\,du .$$

This has the same prefactor as $C_3$. Multiplying the integral bounds by $-\hbar/(4\pi z^3)$ reverses them and gives the energy bounds.

## Dilute and dense limits

Take $b$ constant in $u$, an idealization of a polarizability that varies little over the frequencies at which $a$ is appreciable. Then $x$ is constant too, and the ratio of the screened to the pairwise integral is $1/(1+x/6)$. It tends to 1 as $x\to0$, where the medium is dilute and the pairwise sum becomes exact within the model. It tends to $2/3$ as $x\to3$. Neither constant in the bounds can therefore be improved, a remark that rests on this short calculation and not on the Lean proof.

## The formulas at x = 6

Take $a(u)=e^{-u}$ and a constant $b$ with $4\pi nb=6$. All hypotheses hold except $x<3$. Then $\varepsilon=-5$, which no stable passive medium has at imaginary frequency, so this tests the formulas and does not describe a physical medium. The image factor is $F=3/2$, so the screened integral is $3/2$, while the pairwise integral is 3 and two thirds of it is 2. The lower bound fails and the upper bound survives. The lower bound thus needs some condition that rules out this case, in which $x$ equals 6 at every frequency; the example does not show that $x$ must stay below 3 at each one.

## The Lean source

```lean
import Mathlib

open MeasureTheory Set Filter Topology Real

namespace AtomSurfaceScreening

noncomputable section

/-- The bare susceptibility `x = 4π n b(u)` of a medium of number density `n` whose atoms have
polarizability `b(u)` at imaginary frequency `iu`. -/
def bareSusc (n : ℝ) (b : ℝ → ℝ) (u : ℝ) : ℝ := 4 * π * n * b u

/-- The Clausius-Mossotti permittivity as a function of the bare susceptibility `x ≠ 3`. -/
def clausiusMossotti (x : ℝ) : ℝ := 1 + x / (1 - x / 3)

/-- The electrostatic image factor of a flat surface of permittivity `ε ≠ -1`. -/
def imageFactor (ε : ℝ) : ℝ := (ε - 1) / (ε + 1)

/-- The integral over imaginary frequency of the atomic polarizability `a` times the image factor
of the Clausius-Mossotti medium. -/
def screenedIntegral (n : ℝ) (a b : ℝ → ℝ) : ℝ :=
  ∫ u in Ioi (0 : ℝ), a u * imageFactor (clausiusMossotti (bareSusc n b u))

/-- The Lifshitz coefficient `C3` of an atom `a` at the surface of the Clausius-Mossotti medium. -/
def lifshitzC3 (hbar n : ℝ) (a b : ℝ → ℝ) : ℝ := hbar / (4 * π) * screenedIntegral n a b

/-- The London coefficient `C6` of two atoms with polarizabilities `a` and `b`. -/
def londonC6 (hbar : ℝ) (a b : ℝ → ℝ) : ℝ := 3 * hbar / π * ∫ u in Ioi (0 : ℝ), a u * b u

/-- The sum of pair energies `-C6/r^6` between an atom at height `z > 0` and a half-space of
density `n`, integrated over rings of radius `ρ` at vertical distance `s`. -/
def pairwiseEnergy (C6 n z : ℝ) : ℝ :=
  ∫ s in Ioi z, ∫ ρ in Ioi (0 : ℝ), n * (-C6 / (ρ ^ 2 + s ^ 2) ^ 3) * (2 * π * ρ)

/-- The image factor `F` of a Clausius-Mossotti medium obeys `F (2 + x/3) = x`, for `x` other
than `3` and `-6`. -/
theorem imageFactor_mul {x : ℝ} (h3 : x ≠ 3) (h6 : x ≠ -6) :
    imageFactor (clausiusMossotti x) * (2 + x / 3) = x := by
  have hd : 1 - x / 3 ≠ 0 := fun h => h3 (by linarith)
  have hy : x / (1 - x / 3) * (1 - x / 3) = x := div_mul_cancel₀ x hd
  unfold imageFactor clausiusMossotti
  generalize x / (1 - x / 3) = y at hy ⊢
  have hne : 1 + y + 1 ≠ 0 := by
    intro h
    have h2 : y = -2 := by linarith
    rw [h2] at hy
    exact h6 (by linarith)
  rw [div_mul_eq_mul_div, div_eq_iff hne]
  linear_combination 2 * hy

/-- For `0 < x < 3` the image factor lies strictly between `x/3` and its pairwise value `x/2`. -/
theorem imageFactor_bounds {x : ℝ} (h0 : 0 < x) (h3 : x < 3) :
    x / 3 < imageFactor (clausiusMossotti x) ∧ imageFactor (clausiusMossotti x) < x / 2 := by
  have h := imageFactor_mul h3.ne (by linarith : x ≠ -6)
  have hp : 0 < 2 + x / 3 := by linarith
  rw [← eq_div_iff hp.ne'] at h
  rw [h, lt_div_iff₀ hp, div_lt_iff₀ hp]
  constructor <;> nlinarith [mul_pos h0 h0, mul_pos h0 (sub_pos.mpr h3)]

/-- If one integrable spectrum lies strictly below another at every positive frequency, so do
their integrals. -/
theorem integral_lt_of_lt {f g : ℝ → ℝ} (hf : IntegrableOn f (Ioi 0))
    (hg : IntegrableOn g (Ioi 0)) (h : ∀ u, 0 < u → f u < g u) :
    ∫ u in Ioi (0 : ℝ), f u < ∫ u in Ioi (0 : ℝ), g u := by
  have hpos : 0 < ∫ u in Ioi (0 : ℝ), (g u - f u) := by
    have hi : IntegrableOn (fun u => g u - f u) (Ioi 0) := hg.sub hf
    refine (setIntegral_pos_iff_support_of_nonneg_ae ?_ hi).mpr ?_
    · exact (ae_restrict_mem measurableSet_Ioi).mono fun u hu => (sub_pos.mpr (h u hu)).le
    · have hs : Function.support (fun u => g u - f u) ∩ Ioi 0 = Ioi 0 :=
        inter_eq_right.mpr fun u hu => (sub_pos.mpr (h u hu)).ne'
      rw [hs, Real.volume_Ioi]
      exact ENNReal.zero_lt_top
  rw [integral_sub hg hf] at hpos
  linarith

/-- The screened spectrum is integrable when `a b` is, for positive `a`, `b`, `n`, continuous `b`
and `4π n b < 3`. -/
theorem integrable_screened {n : ℝ} {a b : ℝ → ℝ} (hn : 0 < n) (ha : ∀ u, 0 < u → 0 < a u)
    (hb : ∀ u, 0 < u → 0 < b u) (hc : ContinuousOn b (Ioi 0))
    (hab : IntegrableOn (fun u => a u * b u) (Ioi 0)) (hx : ∀ u, 0 < u → bareSusc n b u < 3) :
    IntegrableOn (fun u => a u * imageFactor (clausiusMossotti (bareSusc n b u))) (Ioi 0) := by
  have hπ := Real.pi_pos
  have hx0 : ∀ u, 0 < u → 0 < bareSusc n b u := fun u hu => by
    have := hb u hu
    unfold bareSusc
    positivity
  -- the spectrum is `a b` times a bounded continuous function
  have hm : ContinuousOn (fun u => 4 * π * n / (2 + bareSusc n b u / 3)) (Ioi 0) := by
    refine continuousOn_const.div
      (continuousOn_const.add ((continuousOn_const.mul hc).div_const 3)) fun u hu => ?_
    have := hx0 u hu
    unfold bareSusc at this
    positivity
  have hi : IntegrableOn (fun u => a u * b u * (4 * π * n / (2 + bareSusc n b u / 3)))
      (Ioi 0) := by
    refine (hab.const_mul (2 * π * n)).mono'
      (hab.aestronglyMeasurable.mul (hm.aestronglyMeasurable measurableSet_Ioi)) ?_
    refine (ae_restrict_mem measurableSet_Ioi).mono fun u hu => ?_
    have h1 := ha u hu
    have h2 := hb u hu
    have h3 := hx0 u hu
    have hle : 4 * π * n / (2 + bareSusc n b u / 3) ≤ 2 * π * n := by
      rw [div_le_iff₀ (by positivity)]
      nlinarith [mul_pos (mul_pos hπ hn) h3]
    rw [Real.norm_of_nonneg (by positivity), mul_comm (2 * π * n)]
    exact mul_le_mul_of_nonneg_left hle (by positivity)
  refine hi.congr_fun (fun u hu => ?_) measurableSet_Ioi
  have h3 := hx0 u hu
  have h := imageFactor_mul (hx u hu).ne (by linarith : bareSusc n b u ≠ -6)
  rw [← eq_div_iff (by positivity)] at h
  simp only [h]
  unfold bareSusc
  ring

/-- Clausius-Mossotti screening: for positive `a`, `b`, `n`, continuous `b`, integrable `a b` and
`x = 4π n b < 3`, the screened integral is strictly below the pairwise integral of `a x/2` and
strictly above two thirds of it. -/
theorem screening_bounds {n : ℝ} {a b : ℝ → ℝ} (hn : 0 < n) (ha : ∀ u, 0 < u → 0 < a u)
    (hb : ∀ u, 0 < u → 0 < b u) (hc : ContinuousOn b (Ioi 0))
    (hab : IntegrableOn (fun u => a u * b u) (Ioi 0)) (hx : ∀ u, 0 < u → bareSusc n b u < 3) :
    2 / 3 * (∫ u in Ioi (0 : ℝ), a u * (bareSusc n b u / 2)) < screenedIntegral n a b ∧
      screenedIntegral n a b < ∫ u in Ioi (0 : ℝ), a u * (bareSusc n b u / 2) := by
  have hF := integrable_screened hn ha hb hc hab hx
  have hP : IntegrableOn (fun u => a u * (bareSusc n b u / 2)) (Ioi 0) := by
    have h : IntegrableOn (fun u => 2 * π * n * (a u * b u)) (Ioi 0) := hab.const_mul _
    refine h.congr_fun (fun u _ => ?_) measurableSet_Ioi
    simp only [bareSusc]
    ring
  have hB : ∀ u : ℝ, 0 < u →
      bareSusc n b u / 3 < imageFactor (clausiusMossotti (bareSusc n b u)) ∧
        imageFactor (clausiusMossotti (bareSusc n b u)) < bareSusc n b u / 2 := fun u hu =>
    imageFactor_bounds (mul_pos (by positivity : 0 < 4 * π * n) (hb u hu)) (hx u hu)
  rw [← integral_const_mul]
  constructor
  · refine integral_lt_of_lt (hP.const_mul (2 / 3)) hF fun u hu => ?_
    have h := mul_lt_mul_of_pos_left (hB u hu).1 (ha u hu)
    unfold bareSusc at h ⊢
    linarith
  · exact integral_lt_of_lt hF hP fun u hu => mul_lt_mul_of_pos_left (hB u hu).2 (ha u hu)

/-- A plane of atoms at distance `s > 0`: the radial integral of `ρ/(ρ² + s²)³` is `1/(4 s⁴)`. -/
theorem plane_integral {s : ℝ} (hs : 0 < s) :
    ∫ ρ in Ioi (0 : ℝ), ρ / (ρ ^ 2 + s ^ 2) ^ 3 = 1 / (4 * s ^ 4) := by
  have hlim : Tendsto (fun r : ℝ => r * r + s ^ 2) atTop atTop :=
    tendsto_atTop_add_const_right _ _ (tendsto_id.atTop_mul_atTop₀ tendsto_id)
  have hl : Tendsto (fun r : ℝ => -(1 / 4) * ((r * r + s ^ 2) * (r * r + s ^ 2))⁻¹)
      atTop (𝓝 (-(1 / 4) * 0)) :=
    (tendsto_inv_atTop_zero.comp (hlim.atTop_mul_atTop₀ hlim)).const_mul _
  rw [integral_Ioi_of_hasDerivAt_of_nonneg' (fun r _ => ?_) (fun r hr => ?_) hl]
  · field_simp
    ring
  · have hq : r * r + s ^ 2 ≠ 0 := by nlinarith [mul_self_nonneg r, pow_pos hs 2]
    have h0 : HasDerivAt (fun r : ℝ => r * r + s ^ 2) (1 * r + r * 1) r :=
      ((hasDerivAt_id' r).fun_mul (hasDerivAt_id' r)).add_const (s ^ 2)
    refine (((h0.fun_mul h0).fun_inv (mul_ne_zero hq hq)).const_mul (-(1 / 4))).congr_deriv ?_
    rw [pow_two r]
    generalize r * r + s ^ 2 = q at hq ⊢
    field_simp
    ring
  · have : 0 < r := hr
    positivity

/-- Summing `-C6/r⁶` over a half-space gives the energy `-(π n C6/6)/z³` at height `z > 0`. -/
theorem pairwiseEnergy_eq (C6 n : ℝ) {z : ℝ} (hz : 0 < z) :
    pairwiseEnergy C6 n z = -(π * n * C6 / 6) / z ^ 3 := by
  have hin : ∀ s ∈ Ioi z, (∫ ρ in Ioi (0 : ℝ),
      n * (-C6 / (ρ ^ 2 + s ^ 2) ^ 3) * (2 * π * ρ)) = -(π * n * C6 / 2) * s ^ (-4 : ℝ) := by
    intro s hs
    have hs0 : 0 < s := hz.trans hs
    have e : (fun ρ : ℝ => n * (-C6 / (ρ ^ 2 + s ^ 2) ^ 3) * (2 * π * ρ)) =
        fun ρ => -(2 * π * n * C6) * (ρ / (ρ ^ 2 + s ^ 2) ^ 3) := by
      funext ρ
      ring
    have hp : s ^ (-4 : ℝ) = (s ^ 4)⁻¹ := by
      rw [Real.rpow_neg hs0.le]
      norm_cast
    rw [e, integral_const_mul, plane_integral hs0, hp]
    ring
  have hp : z ^ (-4 + 1 : ℝ) = (z ^ 3)⁻¹ := by
    rw [show (-4 + 1 : ℝ) = -3 by norm_num, Real.rpow_neg hz.le]
    norm_cast
  unfold pairwiseEnergy
  rw [setIntegral_congr_fun measurableSet_Ioi hin, integral_const_mul,
    integral_Ioi_rpow_of_lt (by norm_num) hz, hp]
  ring

/-- Under the hypotheses of `screening_bounds` and for `hbar > 0`, at every height `z > 0` the
Lifshitz energy `-C3/z³` lies strictly between the London pairwise energy and two thirds of it. -/
theorem energy_bounds {hbar n z : ℝ} {a b : ℝ → ℝ} (hh : 0 < hbar) (hz : 0 < z) (hn : 0 < n)
    (ha : ∀ u, 0 < u → 0 < a u) (hb : ∀ u, 0 < u → 0 < b u) (hc : ContinuousOn b (Ioi 0))
    (hab : IntegrableOn (fun u => a u * b u) (Ioi 0)) (hx : ∀ u, 0 < u → bareSusc n b u < 3) :
    pairwiseEnergy (londonC6 hbar a b) n z < -lifshitzC3 hbar n a b / z ^ 3 ∧
      -lifshitzC3 hbar n a b / z ^ 3 < 2 / 3 * pairwiseEnergy (londonC6 hbar a b) n z := by
  obtain ⟨h1, h2⟩ := screening_bounds hn ha hb hc hab hx
  have hk : 0 < hbar / (4 * π) / z ^ 3 := by positivity
  -- the pairwise energy is the same prefactor times the unscreened integral
  have e : pairwiseEnergy (londonC6 hbar a b) n z =
      -(hbar / (4 * π) / z ^ 3 * ∫ u in Ioi (0 : ℝ), a u * (bareSusc n b u / 2)) := by
    have e1 : (fun u => a u * (bareSusc n b u / 2)) = fun u => 2 * π * n * (a u * b u) := by
      funext u
      unfold bareSusc
      ring
    rw [pairwiseEnergy_eq _ _ hz, e1, integral_const_mul, londonC6]
    generalize (∫ u in Ioi (0 : ℝ), a u * b u) = I
    have hπ := Real.pi_ne_zero
    field_simp
    ring
  have e2 : -lifshitzC3 hbar n a b / z ^ 3 =
      -(hbar / (4 * π) / z ^ 3 * screenedIntegral n a b) := by
    unfold lifshitzC3
    ring
  rw [e, e2]
  have h3 := mul_lt_mul_of_pos_left h1 hk
  have h4 := mul_lt_mul_of_pos_left h2 hk
  constructor <;> linarith

end

end AtomSurfaceScreening
```

```lean
#print axioms AtomSurfaceScreening.screening_bounds
-- 'AtomSurfaceScreening.screening_bounds' depends on axioms: [propext, Classical.choice, Quot.sound]
#print axioms AtomSurfaceScreening.energy_bounds
-- 'AtomSurfaceScreening.energy_bounds' depends on axioms: [propext, Classical.choice, Quot.sound]
```

## From the image factor to the energy in Lean

`imageFactor_mul` proves $F(2+x/3)=x$. It replaces the fraction $x/(1-x/3)$ by a variable `y`, keeping only the equation $y(1-x/3)=x$. The denominator $y+2$ vanishes only if $x=-6$, which is excluded, and after clearing it the identity is twice the equation for `y`.

`imageFactor_bounds` solves for $F$ and multiplies out the denominator. What remains follows from $x^2>0$ for the upper bound and $x(3-x)>0$ for the lower one; these are the products handed to `nlinarith`.

`integral_lt_of_lt` carries strictness through the integral. The difference `g u - f u` is nonnegative and its support contains the whole half-line, which has infinite measure, so the integral is positive.

`integrable_screened` writes the spectrum as $ab$ times $4\pi n/(2+x/3)$ and dominates it by $2\pi n\,ab$. Continuity of `b` is used here, to make the second factor measurable. Measurability of the product $ab$ is already part of its integrability, so `a` need not be continuous.

`screening_bounds` combines these lemmas: it multiplies the pointwise bounds by `a u` and applies `integral_lt_of_lt` once for each side.

`plane_integral` supplies the antiderivative from the derivation, checks its derivative and its limit at infinity, and evaluates it at zero. `pairwiseEnergy_eq` inserts the result for each plane and integrates $s^{-4}$ from $z$ to infinity.

In `energy_bounds`, the equations `e` and `e2` write the pairwise and the screened energy as minus the common factor $\hbar/(4\pi z^3)$ times their frequency integrals. Multiplying the two inequalities of `screening_bounds` by this positive factor and changing signs completes the proof.
